# Every square contraction matrix, Hermitian or not, is the top-left block of a unitary of twice its size

Let $A$ be a square complex matrix with $\|Ax\|\le\|x\|$ for every vector $x$, in the Euclidean norm. Then $1-A^\dagger A$ and $1-AA^\dagger$ have positive semidefinite square roots $S$ and $T$, these satisfy $AS=TA$, and
$$U=\begin{pmatrix}A&T\\ S&-A^\dagger\end{pmatrix}$$
is unitary.

Q: A block encoding, for me, is an ancilla, a register and a projection onto the ancilla state $|0\rangle$. Where are these in a statement about matrices?

A: Basis states are labelled by finite types such as `n`. The unitary acts on vectors indexed by `n ⊕ n`, two copies of the register basis. Read the first copy as ancilla $|0\rangle$ and the second as $|1\rangle$. Then $U\,|0\rangle|x\rangle=|0\rangle\,Ax+|1\rangle\,Sx$, so $A=\langle0|U|0\rangle$. The tensor product is this reading of the direct sum and does not appear in the types. `Aᴴ` is $A^\dagger$, `ComplexOrder` makes $0\le z$ mean that $z$ is real and nonnegative, and `MatrixOrder` orders matrices by positive semidefiniteness.

In Lean 4 with Mathlib:

```lean
import Mathlib

open Matrix
open scoped ComplexOrder MatrixOrder

namespace UnitaryDilation

noncomputable section

variable {m n k l : Type*} [Fintype m] [Fintype n] [Fintype k] [Fintype l]
  [DecidableEq m] [DecidableEq n] [DecidableEq k]
```

Q: Which norm is meant? A maximum norm would be the wrong physics.

A: `vnorm` is the norm of `EuclideanSpace ℂ n`, so $\|x\|^2=\sum_i|x_i|^2$. The vectors in `IsContraction` are not normalised. For $x\ne0$, once $U$ has acted on $|0\rangle|x\rangle$, the probability of finding the ancilla in $|0\rangle$ is $\|Ax\|^2/\|x\|^2$, and the hypothesis says that it never exceeds one.

```lean
/-- Euclidean norm of a state vector. -/
def vnorm (x : n → ℂ) : ℝ := ‖(WithLp.toLp 2 x : EuclideanSpace ℂ n)‖

/-- `A` is a contraction: `‖A x‖ ≤ ‖x‖` for every vector `x`. -/
def IsContraction (A : Matrix m n ℂ) : Prop := ∀ x : n → ℂ, vnorm (A *ᵥ x) ≤ vnorm x
```

Q: And the roots? A definition may write a square root of anything.

A: `defect A` and `codefect A` apply `CFC.sqrt` to $1-A^\dagger A$ and $1-AA^\dagger$. On a matrix that is not positive semidefinite this function returns a default value, so the main theorem states explicitly that both matrices are positive semidefinite and square to the right thing. `dilation` assembles the four blocks, for rectangular $A$ too, with rows indexed by `m` and columns by `n`.

```lean
/-- The defect operator `√(1 - A†A)`. -/
def defect (A : Matrix m n ℂ) : Matrix n n ℂ := CFC.sqrt (1 - Aᴴ * A)

/-- The defect operator of the adjoint, `√(1 - A A†)`. -/
def codefect (A : Matrix m n ℂ) : Matrix m m ℂ := CFC.sqrt (1 - A * Aᴴ)

/-- The block matrix `[[A, T], [S, -A†]]`. -/
def dilation (A : Matrix m n ℂ) (S : Matrix n n ℂ) (T : Matrix m m ℂ) :
    Matrix (m ⊕ n) (n ⊕ m) ℂ := fromBlocks A T S (-Aᴴ)
```

Q: Then show me why $1-A^\dagger A$ is positive.

A: Since $x^\dagger x=\|x\|^2$, which is `star_dot_self`,
$$x^\dagger(1-A^\dagger A)x=\|x\|^2-\|Ax\|^2 .$$
This identity is `key`. The matrix is Hermitian, so it is positive semidefinite exactly when the right side is nonnegative for all $x$, that is, when $A$ is a contraction. The two branches after `constructor` pass between the norms and their squares. `PosSemidef` includes hermiticity.

```lean
omit [DecidableEq n] in
/-- The overlap `x† x` is the squared Euclidean norm. -/
theorem star_dot_self (x : n → ℂ) : star x ⬝ᵥ x = ((vnorm x ^ 2 : ℝ) : ℂ) := by
  unfold vnorm
  rw [EuclideanSpace.norm_sq_eq]
  push_cast
  simp only [dotProduct, Pi.star_apply]
  refine Finset.sum_congr rfl fun i _ => ?_
  exact Complex.conj_mul' (x i)

omit [DecidableEq m] in
/-- `A` is a contraction exactly when `1 - A†A` is positive semidefinite. -/
theorem isContraction_iff (A : Matrix m n ℂ) :
    IsContraction A ↔ (1 - Aᴴ * A).PosSemidef := by
  -- the expectation value of `1 - A†A` is `‖x‖² - ‖A x‖²`
  have key : ∀ x : n → ℂ, star x ⬝ᵥ ((1 - Aᴴ * A) *ᵥ x)
      = ((vnorm x ^ 2 - vnorm (A *ᵥ x) ^ 2 : ℝ) : ℂ) := by
    intro x
    rw [Complex.ofReal_sub, ← star_dot_self x, ← star_dot_self (A *ᵥ x), sub_mulVec,
      one_mulVec, dotProduct_sub, ← mulVec_mulVec, dotProduct_mulVec (star x) Aᴴ, star_mulVec]
  constructor
  · intro h
    refine PosSemidef.of_dotProduct_mulVec_nonneg
      (isHermitian_one.sub (isHermitian_conjTranspose_mul_self A)) fun x => ?_
    have h0 : 0 ≤ vnorm (A *ᵥ x) := by unfold vnorm; exact norm_nonneg _
    rw [key]
    exact Complex.zero_le_real.mpr (sub_nonneg.mpr (pow_le_pow_left₀ h0 (h x) 2))
  · intro h x
    have h1 := h.dotProduct_mulVec_nonneg x
    rw [key, Complex.zero_le_real] at h1
    have h0 : 0 ≤ vnorm x := by unfold vnorm; exact norm_nonneg _
    by_contra hc
    have hc' := not_le.mp hc
    nlinarith [mul_pos (sub_pos.mpr hc') (sub_pos.mpr hc'), mul_nonneg h0 (sub_pos.mpr hc').le]
```

Q: The hypothesis is about $A$. The second root needs the same property for $A^\dagger$.

A: Put $P=AA^\dagger$. Then $(1-P)^2+A(1-A^\dagger A)A^\dagger=1-2P+P^2+P-P^2=1-P$. The first term has the form $B^\dagger B$ with $B=1-P$, and the second is a positive matrix between $A$ and $A^\dagger$. Both are positive semidefinite, hence so is the sum. The identity is `e`. After that, `sqrt_spec` supplies a positive root for any positive semidefinite $M$.

```lean
/-- If `1 - A†A` is positive semidefinite, so is `1 - A A†`. -/
theorem posSemidef_one_sub_mul_adjoint {A : Matrix m n ℂ} (h : (1 - Aᴴ * A).PosSemidef) :
    (1 - A * Aᴴ).PosSemidef := by
  have e : 1 - A * Aᴴ = (1 - A * Aᴴ)ᴴ * (1 - A * Aᴴ) + A * (1 - Aᴴ * A) * Aᴴ := by
    simp only [conjTranspose_sub, conjTranspose_one, conjTranspose_mul,
      conjTranspose_conjTranspose, Matrix.mul_sub, Matrix.sub_mul, Matrix.mul_one,
      Matrix.one_mul, Matrix.mul_assoc]
    abel
  rw [e]
  exact (posSemidef_conjTranspose_mul_self _).add (h.mul_mul_conjTranspose_same A)

/-- The square root of a positive semidefinite `M` is positive semidefinite and squares
to `M`. -/
theorem sqrt_spec {M : Matrix n n ℂ} (hM : M.PosSemidef) :
    (CFC.sqrt M).PosSemidef ∧ CFC.sqrt M * CFC.sqrt M = M :=
  ⟨Matrix.nonneg_iff_posSemidef.mp (CFC.sqrt_nonneg M),
    CFC.sqrt_mul_sqrt_self M (Matrix.nonneg_iff_posSemidef.mpr hM)⟩
```

Q: From the squares I get $AS^2=A-AA^\dagger A=T^2A$. Going from there to $AS=TA$ looks like taking a root of an equation.

A: Positivity justifies it. First an auxiliary fact. If $T=R^2$ with $R$ positive semidefinite, and $X$ is any matrix with $\operatorname{tr}(X^\dagger TX)=0$, then $\operatorname{tr}\big((RX)^\dagger RX\big)=0$. That trace is the sum of the squared moduli of the entries of $RX$, so $RX=0$ and $TX=R(RX)=0$.

```lean
omit [DecidableEq n] in
/-- For positive semidefinite `T`, `tr(X† T X) = 0` forces `T X = 0`. -/
theorem mul_eq_zero_of_trace {T : Matrix m m ℂ} (hT : T.PosSemidef) {X : Matrix m n ℂ}
    (h : trace (Xᴴ * T * X) = 0) : T * X = 0 := by
  obtain ⟨R, hR, hRR⟩ : ∃ R : Matrix m m ℂ, R.PosSemidef ∧ R * R = T := ⟨_, sqrt_spec hT⟩
  subst hRR
  have e : (R * X)ᴴ * (R * X) = Xᴴ * (R * R) * X := by
    rw [conjTranspose_mul, hR.1.eq]
    simp only [Matrix.mul_assoc]
  have h0 : R * X = 0 := trace_conjTranspose_mul_self_eq_zero_iff.mp (by rw [e, h])
  rw [Matrix.mul_assoc, h0, Matrix.mul_zero]
```

Now set $X=AS-TA$. Then
$$TX+XS=TAS-T^2A+AS^2-TAS=0,$$
which is `hsyl`. Multiply by $X^\dagger$ from the left, take the trace and cycle the second term:
$$\operatorname{tr}(X^\dagger TX)+\operatorname{tr}(XSX^\dagger)=0 .$$
This is `htr`, where $X$ is written `Xᴴᴴ` so that the auxiliary fact applies to $X^\dagger$. Both traces are nonnegative, so both vanish, giving $TX=0$ (`hTX`) and $SX^\dagger=0$ (`hSX`). The adjoint of the first is $X^\dagger T=0$ (`hXT`). Finally
$$\operatorname{tr}(X^\dagger X)=\operatorname{tr}(X^\dagger AS)-\operatorname{tr}(X^\dagger TA)=\operatorname{tr}(SX^\dagger A)-0=0,$$
the `calc` block, and so $X=0$. No inverse is used, so $S$ and $T$ may be singular.

```lean
/-- For positive semidefinite `S` and `T`, the relation `A S² = T² A` implies `A S = T A`. -/
theorem intertwine_of_sq {A : Matrix m n ℂ} {S : Matrix n n ℂ} {T : Matrix m m ℂ}
    (hS : S.PosSemidef) (hT : T.PosSemidef) (h : A * (S * S) = T * T * A) :
    A * S = T * A := by
  obtain ⟨X, hX⟩ : ∃ X, X = A * S - T * A := ⟨_, rfl⟩
  -- the mismatch solves `T X + X S = 0`
  have hsyl : T * X + X * S = 0 := by
    rw [hX, Matrix.mul_sub, Matrix.sub_mul, Matrix.mul_assoc A S S, h]
    simp only [Matrix.mul_assoc]
    abel
  have e : trace (Xᴴᴴ * S * Xᴴ) = trace (Xᴴ * (X * S)) := by
    rw [conjTranspose_conjTranspose]
    exact trace_mul_comm _ _
  have htr : trace (Xᴴ * T * X) + trace (Xᴴᴴ * S * Xᴴ) = 0 := by
    rw [e, Matrix.mul_assoc Xᴴ T X, ← trace_add, ← Matrix.mul_add, hsyl, Matrix.mul_zero,
      trace_zero]
  -- two nonnegative traces adding to zero both vanish
  obtain ⟨h1, h2⟩ := (add_eq_zero_iff_of_nonneg
    (hT.conjTranspose_mul_mul_same X).trace_nonneg
    (hS.conjTranspose_mul_mul_same Xᴴ).trace_nonneg).mp htr
  have hTX : T * X = 0 := mul_eq_zero_of_trace hT h1
  have hSX : S * Xᴴ = 0 := mul_eq_zero_of_trace hS h2
  have hXT : Xᴴ * T = 0 := by
    have := congrArg conjTranspose hTX
    rwa [conjTranspose_mul, hT.1.eq, conjTranspose_zero] at this
  -- hence the Frobenius norm of `X` vanishes
  have h0 : trace (Xᴴ * X) = 0 :=
    calc trace (Xᴴ * X) = trace (Xᴴ * (A * S - T * A)) := by rw [← hX]
      _ = trace (Xᴴ * A * S) - trace (Xᴴ * T * A) := by
        simp only [Matrix.mul_sub, trace_sub, Matrix.mul_assoc]
      _ = 0 := by
        rw [hXT, Matrix.zero_mul, trace_zero, sub_zero, trace_mul_comm, ← Matrix.mul_assoc,
          hSX, Matrix.zero_mul, trace_zero]
  have hX0 : X = 0 := trace_conjTranspose_mul_self_eq_zero_iff.mp h0
  exact sub_eq_zero.mp (hX.symm.trans hX0)
```

Q: And unitarity follows by multiplying blocks?

A: Yes. With $S$ and $T$ Hermitian,
$$U^\dagger U=\begin{pmatrix}A^\dagger A+S^2&A^\dagger T-SA^\dagger\\ TA-AS&T^2+AA^\dagger\end{pmatrix},\qquad UU^\dagger=\begin{pmatrix}AA^\dagger+T^2&AS-TA\\ SA^\dagger-A^\dagger T&S^2+A^\dagger A\end{pmatrix}.$$
The diagonal blocks are identities because of the values of $S^2$ and $T^2$. The off-diagonal blocks vanish by $AS=TA$ (`hint`) and its adjoint $SA^\dagger=A^\dagger T$ (`hadj`). `fromBlocks_inj` splits each product into four block equations. The statement holds for rectangular $A$ and for any positive semidefinite $S$, $T$ with these squares.

```lean
/-- For rectangular `A` and positive semidefinite `S`, `T` with `S² = 1 - A†A` and
`T² = 1 - A A†`, one has `A S = T A`, and `U = [[A, T], [S, -A†]]` obeys `U†U = 1 = U U†`. -/
theorem dilation_of_roots {A : Matrix m n ℂ} {S : Matrix n n ℂ} {T : Matrix m m ℂ}
    (hS : S.PosSemidef) (hT : T.PosSemidef)
    (hSS : S * S = 1 - Aᴴ * A) (hTT : T * T = 1 - A * Aᴴ) :
    A * S = T * A ∧ (dilation A S T)ᴴ * dilation A S T = 1 ∧
      dilation A S T * (dilation A S T)ᴴ = 1 := by
  have hint : A * S = T * A := by
    refine intertwine_of_sq hS hT ?_
    rw [hSS, hTT]
    simp only [Matrix.mul_sub, Matrix.sub_mul, Matrix.mul_one, Matrix.one_mul,
      Matrix.mul_assoc]
  -- the adjoint relation cancels the other off-diagonal block
  have hadj : S * Aᴴ = Aᴴ * T := by
    have := congrArg conjTranspose hint
    rwa [conjTranspose_mul, conjTranspose_mul, hS.1.eq, hT.1.eq] at this
  unfold dilation
  refine ⟨hint, ?_, ?_⟩
  all_goals
    rw [fromBlocks_conjTranspose, fromBlocks_multiply, ← fromBlocks_one, hS.1.eq, hT.1.eq]
    refine fromBlocks_inj.mpr ⟨?_, ?_, ?_, ?_⟩ <;> simp [hSS, hTT, hint, hadj]
```

Q: Read me the final statement in words.

A: For square $A$ with `IsContraction A` as the only hypothesis, four things hold. `defect A` is positive semidefinite with square $1-A^\dagger A$. `codefect A` is positive semidefinite with square $1-AA^\dagger$. They satisfy $AS=TA$. The block matrix lies in `unitaryGroup (n ⊕ n) ℂ`. The proof chains the earlier results, and `mem_unitaryGroup_iff` needs only $UU^\dagger=1$ because the matrix is square.

```lean
/-- For a square contraction `A`, the matrices `S = √(1 - A†A)` and `T = √(1 - A A†)` are
positive square roots, `A S = T A`, and `[[A, T], [S, -A†]]` is unitary. -/
theorem contraction_dilation {A : Matrix n n ℂ} (hA : IsContraction A) :
    ((defect A).PosSemidef ∧ defect A * defect A = 1 - Aᴴ * A) ∧
      ((codefect A).PosSemidef ∧ codefect A * codefect A = 1 - A * Aᴴ) ∧
      A * defect A = codefect A * A ∧
      dilation A (defect A) (codefect A) ∈ unitaryGroup (n ⊕ n) ℂ := by
  have h := (isContraction_iff A).mp hA
  have hS : (defect A).PosSemidef ∧ defect A * defect A = 1 - Aᴴ * A := sqrt_spec h
  have hT : (codefect A).PosSemidef ∧ codefect A * codefect A = 1 - A * Aᴴ :=
    sqrt_spec (posSemidef_one_sub_mul_adjoint h)
  obtain ⟨h1, -, h3⟩ := dilation_of_roots hS.1 hT.1 hS.2 hT.2
  exact ⟨hS, hT, h1, mem_unitaryGroup_iff.mpr h3⟩
```

Q: Could a cleverer construction encode a matrix that stretches some vector?

A: Not as the top-left block of an isometry. Let the blocks be $A,B,C,D$, of any compatible shapes, with $U^\dagger U=1$. The top-left block of this equation is $A^\dagger A+C^\dagger C=1$ (`h1`), so $1-A^\dagger A=C^\dagger C$ is positive semidefinite and $A$ is a contraction. The free index types `k` and `l` allow for larger ancilla spaces, such as those of a linear combination of unitaries, once the basis states with all ancillas in $|0\rangle$ are listed first.

```lean
omit [DecidableEq m] [Fintype k] in
/-- Conversely, if `U = [[A, B], [C, D]]` obeys `U†U = 1`, then `A` is a contraction. -/
theorem isContraction_of_block {A : Matrix m n ℂ} {B : Matrix m k ℂ} {C : Matrix l n ℂ}
    {D : Matrix l k ℂ} (h : (fromBlocks A B C D)ᴴ * fromBlocks A B C D = 1) :
    IsContraction A := by
  rw [fromBlocks_conjTranspose, fromBlocks_multiply, ← fromBlocks_one] at h
  have h1 : Aᴴ * A + Cᴴ * C = 1 := (fromBlocks_inj.mp h).1
  have e : 1 - Aᴴ * A = Cᴴ * C := by rw [← h1]; abel
  rw [isContraction_iff, e]
  exact posSemidef_conjTranspose_mul_self C
```

Q: For Hermitian $A$ I use one root, $\sqrt{1-A^2}$, in both corners. Is the second root more than notation?

A: Take $A$ with the single nonzero entry $A_{01}=3/5$, indices counted from $0$. Then $1-A^\dagger A=\operatorname{diag}(1,16/25)$ and $1-AA^\dagger=\operatorname{diag}(16/25,1)$, with positive roots $S=\operatorname{diag}(1,4/5)$ and $T=\operatorname{diag}(4/5,1)$.

```lean
/-- The matrix `A = [[0, 3/5], [0, 0]]`. -/
def witA : Matrix (Fin 2) (Fin 2) ℂ := !![0, 3 / 5; 0, 0]

/-- The matrix `S = diag(1, 4/5)`. -/
def witS : Matrix (Fin 2) (Fin 2) ℂ := diagonal ![1, 4 / 5]

/-- The matrix `T = diag(4/5, 1)`. -/
def witT : Matrix (Fin 2) (Fin 2) ℂ := diagonal ![4 / 5, 1]
```

The entry $(AS)_{01}=12/25$ equals $(TA)_{01}$, while $(SA)_{01}=3/5$. With $S$ in both corners the top-right block of $UU^\dagger$ would be $AS-SA\ne0$, so $U$ would not be unitary. `dilation_witness` proves that $A$ is a contraction, that these explicit matrices meet the four hypotheses of `dilation_of_roots`, and that $AS\ne SA$, by comparing the $01$ entries in `h01`. It does not identify `witS` with `defect witA`.

```lean
/-- `A = [[0, 3/5], [0, 0]]` is a contraction with positive roots `S = diag(1, 4/5)` of
`1 - A†A` and `T = diag(4/5, 1)` of `1 - A A†`, and `A S ≠ S A`. -/
theorem dilation_witness :
    IsContraction witA ∧ witS.PosSemidef ∧ witT.PosSemidef ∧
      witS * witS = 1 - witAᴴ * witA ∧ witT * witT = 1 - witA * witAᴴ ∧
      witA * witS ≠ witS * witA := by
  have h45 : (0 : ℂ) ≤ 4 / 5 := by
    have e : (4 / 5 : ℂ) = ((4 / 5 : ℝ) : ℂ) := by simp
    rw [e]
    exact Complex.zero_le_real.mpr (by norm_num)
  have hS : witS.PosSemidef := by
    refine PosSemidef.diagonal fun i => ?_
    fin_cases i
    exacts [zero_le_one' ℂ, h45]
  have hT : witT.PosSemidef := by
    refine PosSemidef.diagonal fun i => ?_
    fin_cases i
    exacts [h45, zero_le_one' ℂ]
  have hAH : witAᴴ = !![0, 0; 3 / 5, 0] := by
    ext i j
    rw [conjTranspose_apply]
    fin_cases i <;> fin_cases j <;> simp [witA]
  have hSS : witS * witS = 1 - witAᴴ * witA := by
    rw [hAH]
    ext i j
    fin_cases i <;> fin_cases j <;>
      simp [witA, witS, Matrix.mul_apply, diagonal_apply] <;> norm_num
  have hTT : witT * witT = 1 - witA * witAᴴ := by
    rw [hAH]
    ext i j
    fin_cases i <;> fin_cases j <;>
      simp [witA, witT, Matrix.mul_apply, diagonal_apply] <;> norm_num
  refine ⟨?_, hS, hT, hSS, hTT, fun h => ?_⟩
  · have hp := posSemidef_conjTranspose_mul_self witS
    rw [hS.1.eq, hSS] at hp
    exact (isContraction_iff witA).mpr hp
  · have h01 := congrFun (congrFun h 0) 1
    norm_num [witA, witS, Matrix.mul_apply, Fin.sum_univ_two, diagonal_apply] at h01

end

end UnitaryDilation
```

```lean
#print axioms UnitaryDilation.contraction_dilation
#print axioms UnitaryDilation.isContraction_of_block
```

```
'UnitaryDilation.contraction_dilation' depends on axioms: [propext, Classical.choice, Quot.sound]
'UnitaryDilation.isContraction_of_block' depends on axioms: [propext, Classical.choice, Quot.sound]
```

Q: What do you get for a one-dimensional register?

A: There $A$ is a number $a$ with $|a|\le1$, both roots equal $s=\sqrt{1-|a|^2}$, and $U=\begin{pmatrix}a&s\\ s&-\bar a\end{pmatrix}$ acts on the ancilla alone. Its columns have squared norm $|a|^2+s^2=1$ and overlap $\bar as-s\bar a=0$. At $a=0$ it is the bit flip, and at $|a|=1$ it is $\operatorname{diag}(a,-\bar a)$. These explicit values are my substitution into the general formulas, not separate theorems of the file.

Q: So what does a chemist have, and what is missing?

A: A Hamiltonian matrix $H$ in a finite orthonormal basis, Hermitian or made non-Hermitian by a similarity transformation, has an exact one-ancilla block encoding of $A=H/\alpha$, provided the chosen scale $\alpha>0$ satisfies $\|Hx\|\le\alpha\|x\|$ for all $x$. That bound is assumed for $A$, not derived from any $H$. The theorem gives $U$ as a matrix. It gives no circuit, gate count or decomposition into a sum of unitaries, and it treats neither approximate encodings nor operators on infinite-dimensional spaces.
